# RPA frequencies off both axes: a two-mode example with $w^4=-1$

For $n\times n$ matrices $A$ and $B$, the linear-response matrix of RPA, adiabatic TDDFT and BSE with static screening, for real orbitals, is
$$M=\begin{pmatrix}A&B\\-B&-A\end{pmatrix},$$
and a frequency is a complex number $w$ with $Mv=wv$ for some $v\neq0$. Take the real symmetric blocks
$$A=\tfrac12\begin{pmatrix}1&1\\1&-1\end{pmatrix},\qquad B=\tfrac12\begin{pmatrix}1&-1\\-1&-1\end{pmatrix},$$
for which $A+B=\mathrm{diag}(1,-1)$ and $A-B=\begin{pmatrix}0&1\\1&0\end{pmatrix}$. Then $w$ is a frequency exactly when $w^4=-1$, that is $w=(\pm1\pm i)\sqrt2/2$ with independent signs. Every frequency has nonzero real and imaginary part, so symmetry of $A$ and $B$ does not confine the spectrum to the two axes.

## Where a code assumes a real $w^2$

A solver can avoid the $2n\times2n$ problem by computing the eigenvalues $w^2$ of the $n\times n$ product $(A-B)(A+B)$. If it stores $w^2$ as a real number and reads its sign as "real excitation" or "imaginary mode", it assumes that the product has a real spectrum. The usual justification takes $A-B$ positive definite and passes to the symmetric matrix $(A-B)^{1/2}(A+B)(A-B)^{1/2}$. In this two-mode algebraic model, which is not derived from any Hamiltonian, both $A+B$ and $A-B$ have eigenvalues $\pm1$, that square root is not real, and $w^2=\pm i$. A code that may meet such blocks can guard against this, for example by using a complex type for $w^2$ or by testing definiteness beforehand.

## Derivation

Write $v=(X,Y)$ with $X,Y\in\mathbb C^n$. The block rows of $Mv=wv$ are
$$AX+BY=wX,\qquad -BX-AY=wY.$$
With $P=X+Y$ and $Q=X-Y$, their difference and their sum give
$$(A+B)P=wQ,\qquad (A-B)Q=wP.$$
Half the sum and half the difference of this pair return the rows. Since $X=(P+Q)/2$ and $Y=(P-Q)/2$, the vector $v$ is nonzero exactly when $P$ and $Q$ are not both zero.

Let $w\neq0$. Applying $A-B$ to the first equation gives $(A-B)(A+B)P=w(A-B)Q=w^2P$. Here $P\neq0$, because $P=0$ would give $wQ=0$ and hence $Q=0$. Conversely, if $(A-B)(A+B)P=w^2P$ with $P\neq0$, put $Q=w^{-1}(A+B)P$. Then $(A+B)P=wQ$ and $(A-B)Q=w^{-1}w^2P=wP$. A nonzero $w$ is therefore a frequency exactly when $w^2$ is an eigenvalue of the product.

For the example, with components numbered $0$ and $1$, the pair reads
$$P_0=wQ_0,\qquad -P_1=wQ_1,\qquad Q_1=wP_0,\qquad Q_0=wP_1.$$
Substituting in turn, $P_0=wQ_0=w^2P_1=-w^3Q_1=-w^4P_0$, so $(w^4+1)P_0=0$. If $w^4\neq-1$ then $P_0=0$, and $Q_1$, $P_1$, $Q_0$ vanish one after the other, which leaves no eigenvector; this covers $w=0$ as well. If $w^4=-1$, take $P=(w^2,1)$ and $Q=(w,w^3)$. Then $(A+B)P=(w^2,-1)=(w^2,w^4)=wQ$ and $(A-B)Q=(w^3,w)=wP$.

With $s=\sqrt2/2$, so that $s^2=1/2$,
$$(w-(1+i)s)(w-(1-i)s)=w^2-2sw+1,\qquad (w-(-1+i)s)(w-(-1-i)s)=w^2+2sw+1,$$
and the product of the two is $(w^2+1)^2-2w^2=w^4+1$, which gives the four roots. Finally, a number $w=x$ or $w=ix$ with $x$ real has $w^4=x^4\ge0$, which differs from $-1$.

## A numerical instance

Take $w=(1+i)s\approx0.7071+0.7071i$, so that $w^2=i$ and $w^3\approx-0.7071+0.7071i$. Then $P=(i,1)$ and
$$X\approx(0.3536+0.8536i,\;0.1464+0.3536i),\qquad Y\approx(-0.3536+0.1464i,\;0.8536-0.3536i).$$
Row $0$ of $AX+BY$ is $\tfrac12(X_0+X_1)+\tfrac12(Y_0-Y_1)\approx-0.3536+0.8536i$, which equals $wX_0$. Here $X^\dagger X=Y^\dagger Y=1$, so the unit eigenvector is $(X,Y)/\sqrt2$. The combination $X^\dagger X-Y^\dagger Y$ is zero, and the customary scaling of it to $1$ is impossible for this vector.

## The Lean file

```lean
import Mathlib

open Matrix

namespace RPAComplexFrequencies

noncomputable section

variable {n : Type*} [Fintype n]

/-- The RPA (linear-response) matrix `[[A, B], [-B, -A]]`. -/
def rpaMatrix (A B : Matrix n n ℂ) : Matrix (n ⊕ n) (n ⊕ n) ℂ :=
  fromBlocks A B (-B) (-A)

/-- `w` is an eigenvalue of `M`: some nonzero vector obeys `M v = w v`. -/
def IsEigenvalue {m : Type*} [Fintype m] (M : Matrix m m ℂ) (w : ℂ) : Prop :=
  ∃ v : m → ℂ, v ≠ 0 ∧ M *ᵥ v = w • v

/-- The RPA eigenvalue equation for amplitudes `(X, Y)` is equivalent to the coupled pair
`(A+B)(X+Y) = w (X-Y)` and `(A-B)(X-Y) = w (X+Y)`. -/
theorem rpa_eq_iff (A B : Matrix n n ℂ) (w : ℂ) (X Y : n → ℂ) :
    rpaMatrix A B *ᵥ Sum.elim X Y = w • Sum.elim X Y ↔
      (A + B) *ᵥ (X + Y) = w • (X - Y) ∧ (A - B) *ᵥ (X - Y) = w • (X + Y) := by
  have hs : w • Sum.elim X Y = Sum.elim (w • X) (w • Y) := by
    ext i
    cases i <;> rfl
  have hm : rpaMatrix A B *ᵥ Sum.elim X Y
      = Sum.elim (A *ᵥ X + B *ᵥ Y) (-(B *ᵥ X) + -(A *ᵥ Y)) := by
    rw [rpaMatrix, fromBlocks_mulVec]
    simp only [Sum.elim_comp_inl, Sum.elim_comp_inr, neg_mulVec]
  rw [hs, hm]
  simp only [add_mulVec, sub_mulVec, mulVec_add, mulVec_sub]
  constructor
  · intro h
    -- upper and lower block rows, then their difference and sum
    have h1 : A *ᵥ X + B *ᵥ Y = w • X := funext fun i => congrFun h (Sum.inl i)
    have h2 : -(B *ᵥ X) + -(A *ᵥ Y) = w • Y := funext fun i => congrFun h (Sum.inr i)
    constructor
    · linear_combination (norm := module) h1 - h2
    · linear_combination (norm := module) h1 + h2
  · rintro ⟨hp, hq⟩
    have h1 : A *ᵥ X + B *ᵥ Y = w • X := by
      linear_combination (norm := module) (1 / 2 : ℂ) • hp + (1 / 2 : ℂ) • hq
    have h2 : -(B *ᵥ X) + -(A *ᵥ Y) = w • Y := by
      linear_combination (norm := module) (1 / 2 : ℂ) • hq - (1 / 2 : ℂ) • hp
    rw [h1, h2]

/-- `w` is an RPA frequency exactly when `(A+B) P = w Q` and `(A-B) Q = w P` have a
solution with `P`, `Q` not both zero. -/
theorem rpa_eigenvalue_iff_pair (A B : Matrix n n ℂ) (w : ℂ) :
    IsEigenvalue (rpaMatrix A B) w ↔
      ∃ P Q : n → ℂ, ¬ (P = 0 ∧ Q = 0) ∧ (A + B) *ᵥ P = w • Q ∧ (A - B) *ᵥ Q = w • P := by
  constructor
  · rintro ⟨v, hv, h⟩
    obtain ⟨X, Y, rfl⟩ : ∃ X Y : n → ℂ, v = Sum.elim X Y :=
      ⟨v ∘ Sum.inl, v ∘ Sum.inr, by ext i; cases i <;> rfl⟩
    refine ⟨X + Y, X - Y, ?_, (rpa_eq_iff A B w X Y).1 h⟩
    rintro ⟨hp, hq⟩
    have hX : X = 0 := by
      linear_combination (norm := module) (1 / 2 : ℂ) • hp + (1 / 2 : ℂ) • hq
    have hY : Y = 0 := by
      linear_combination (norm := module) (1 / 2 : ℂ) • hp - (1 / 2 : ℂ) • hq
    apply hv
    rw [hX, hY]
    ext i
    cases i <;> rfl
  · rintro ⟨P, Q, hne, hp, hq⟩
    -- amplitudes X = (P + Q)/2, Y = (P - Q)/2
    have e1 : (1 / 2 : ℂ) • (P + Q) + (1 / 2 : ℂ) • (P - Q) = P := by module
    have e2 : (1 / 2 : ℂ) • (P + Q) - (1 / 2 : ℂ) • (P - Q) = Q := by module
    refine ⟨Sum.elim ((1 / 2 : ℂ) • (P + Q)) ((1 / 2 : ℂ) • (P - Q)), ?_, ?_⟩
    · intro h
      have hX : (1 / 2 : ℂ) • (P + Q) = 0 := funext fun i => congrFun h (Sum.inl i)
      have hY : (1 / 2 : ℂ) • (P - Q) = 0 := funext fun i => congrFun h (Sum.inr i)
      rw [hX, hY] at e1 e2
      exact hne ⟨by rw [← e1, add_zero], by rw [← e2, sub_zero]⟩
    · rw [rpa_eq_iff, e1, e2]
      exact ⟨hp, hq⟩

/-- A nonzero `w` is an RPA frequency exactly when `w²` is an eigenvalue of the
half-size matrix `(A-B)(A+B)`. -/
theorem rpa_eigenvalue_iff_sq (A B : Matrix n n ℂ) {w : ℂ} (hw : w ≠ 0) :
    IsEigenvalue (rpaMatrix A B) w ↔ IsEigenvalue ((A - B) * (A + B)) (w ^ 2) := by
  rw [rpa_eigenvalue_iff_pair]
  constructor
  · rintro ⟨P, Q, hne, hp, hq⟩
    refine ⟨P, ?_, ?_⟩
    · -- P = 0 would force w Q = 0
      intro h0
      rw [h0, mulVec_zero] at hp
      exact hne ⟨h0, (smul_eq_zero.1 hp.symm).resolve_left hw⟩
    · rw [← mulVec_mulVec, hp, mulVec_smul, hq, smul_smul, pow_two]
  · rintro ⟨P, hP, h⟩
    refine ⟨P, w⁻¹ • ((A + B) *ᵥ P), fun h0 => hP h0.1, ?_, ?_⟩
    · rw [smul_smul, mul_inv_cancel₀ hw, one_smul]
    · rw [mulVec_smul, mulVec_mulVec, h, smul_smul, pow_two, inv_mul_cancel_left₀ hw]

/-- The `A` block of the two-mode example. -/
def exA : Matrix (Fin 2) (Fin 2) ℂ := !![1 / 2, 1 / 2; 1 / 2, -1 / 2]

/-- The `B` block of the two-mode example. -/
def exB : Matrix (Fin 2) (Fin 2) ℂ := !![1 / 2, -1 / 2; -1 / 2, -1 / 2]

/-- The example blocks are symmetric, with `A+B = diag(1,-1)` and `A-B = [[0,1],[1,0]]`. -/
theorem example_blocks :
    exAᵀ = exA ∧ exBᵀ = exB ∧ exA + exB = !![1, 0; 0, -1] ∧ exA - exB = !![0, 1; 1, 0] := by
  refine ⟨?_, ?_, ?_, ?_⟩ <;> ext i j <;> fin_cases i <;> fin_cases j <;>
    norm_num [exA, exB]

/-- The complex eigenvalues of the example RPA matrix are exactly the solutions of
`w⁴ = -1`. -/
theorem example_eigenvalue_iff (w : ℂ) :
    IsEigenvalue (rpaMatrix exA exB) w ↔ w ^ 4 = -1 := by
  rw [rpa_eigenvalue_iff_pair, example_blocks.2.2.1, example_blocks.2.2.2]
  constructor
  · rintro ⟨P, Q, hne, hp, hq⟩
    have a0 : P 0 = w * Q 0 := by
      simpa [mulVec, dotProduct, Fin.sum_univ_two] using congrFun hp 0
    have a1 : -P 1 = w * Q 1 := by
      simpa [mulVec, dotProduct, Fin.sum_univ_two] using congrFun hp 1
    have b0 : Q 1 = w * P 0 := by
      simpa [mulVec, dotProduct, Fin.sum_univ_two] using congrFun hq 0
    have b1 : Q 0 = w * P 1 := by
      simpa [mulVec, dotProduct, Fin.sum_univ_two] using congrFun hq 1
    -- going once round the cycle of four equations gives (w⁴ + 1) P₀ = 0
    have key : (w ^ 4 + 1) * P 0 = 0 := by
      linear_combination a0 + w * b1 - w ^ 2 * a1 - w ^ 3 * b0
    by_contra hw
    have hw' : w ^ 4 + 1 ≠ 0 := fun h => hw (by linear_combination h)
    have p0 : P 0 = 0 := (mul_eq_zero.1 key).resolve_left hw'
    have q1 : Q 1 = 0 := by rw [b0, p0, mul_zero]
    have p1 : P 1 = 0 := by linear_combination -a1 - w * q1
    have q0 : Q 0 = 0 := by rw [b1, p1, mul_zero]
    apply hne
    constructor
    · ext i
      fin_cases i
      · exact p0
      · exact p1
    · ext i
      fin_cases i
      · exact q0
      · exact q1
  · intro hw
    -- explicit solution P = (w², 1), Q = (w, w³)
    refine ⟨![w ^ 2, 1], ![w, w ^ 3], ?_, ?_, ?_⟩
    · rintro ⟨h, -⟩
      have h1 : (1 : ℂ) = 0 := congrFun h 1
      exact one_ne_zero h1
    · ext i
      fin_cases i <;> simp [mulVec, dotProduct, Fin.sum_univ_two] <;>
        first | ring1 | linear_combination -hw
    · ext i
      fin_cases i <;> simp [mulVec, dotProduct, Fin.sum_univ_two]
      all_goals ring1

/-- The frequencies of the example are the four numbers `(±1 ± i) √2/2`. -/
theorem example_four_frequencies (w : ℂ) :
    IsEigenvalue (rpaMatrix exA exB) w ↔
      w = (1 + Complex.I) * (√2 / 2 : ℝ) ∨ w = (1 - Complex.I) * (√2 / 2 : ℝ) ∨
      w = (-1 + Complex.I) * (√2 / 2 : ℝ) ∨ w = (-1 - Complex.I) * (√2 / 2 : ℝ) := by
  have hr : (√2 / 2 : ℝ) ^ 2 = 1 / 2 := by
    rw [div_pow, Real.sq_sqrt (by norm_num)]
    norm_num
  have hs : ((√2 / 2 : ℝ) : ℂ) ^ 2 = 1 / 2 := by
    rw [← Complex.ofReal_pow, hr]
    norm_num
  generalize ((√2 / 2 : ℝ) : ℂ) = s at hs ⊢
  -- factorisation of w⁴ + 1 into four linear factors
  have hf : w ^ 4 + 1 = (w - (1 + Complex.I) * s) * ((w - (1 - Complex.I) * s) *
      ((w - (-1 + Complex.I) * s) * (w - (-1 - Complex.I) * s))) := by
    linear_combination (-4 * (s ^ 2 + 1 / 2)) * hs
      + (2 * w ^ 2 * s ^ 2 - s ^ 4 * (Complex.I ^ 2 - 3)) * Complex.I_sq
  rw [example_eigenvalue_iff, ← add_eq_zero_iff_eq_neg, hf]
  simp only [mul_eq_zero, sub_eq_zero]

/-- Every frequency of the example has nonzero real part and nonzero imaginary part. -/
theorem example_neither_real_nor_imaginary {w : ℂ}
    (h : IsEigenvalue (rpaMatrix exA exB) w) : w.re ≠ 0 ∧ w.im ≠ 0 := by
  have h4 : (w * w * (w * w)).re = -1 := by
    have : w * w * (w * w) = -1 := by
      linear_combination (example_eigenvalue_iff w).1 h
    rw [this]
    simp
  simp only [Complex.mul_re, Complex.mul_im] at h4
  -- on either axis w⁴ is a non-negative real number
  constructor
  · intro h0
    rw [h0] at h4
    nlinarith [sq_nonneg (w.im * w.im)]
  · intro h0
    rw [h0] at h4
    nlinarith [sq_nonneg (w.re * w.re)]

end

end RPAComplexFrequencies
```

```lean
#print axioms RPAComplexFrequencies.rpa_eigenvalue_iff_sq
#print axioms RPAComplexFrequencies.example_four_frequencies
#print axioms RPAComplexFrequencies.example_neither_real_nor_imaginary
```

```
'RPAComplexFrequencies.rpa_eigenvalue_iff_sq' depends on axioms: [propext, Classical.choice, Quot.sound]
'RPAComplexFrequencies.example_four_frequencies' depends on axioms: [propext, Classical.choice, Quot.sound]
'RPAComplexFrequencies.example_neither_real_nor_imaginary' depends on axioms: [propext, Classical.choice, Quot.sound]
```

## The statements in words

`rpaMatrix A B` is $M$, indexed by `n ⊕ n`, with `Sum.inl` for the components of $X$ and `Sum.inr` for those of $Y$; `Sum.elim X Y` is the stacked vector. The entries are complex, but the lower blocks are `-B` and `-A` without complex conjugation, which is the form for real orbitals. `IsEigenvalue M w` says that some `v ≠ 0` obeys `M *ᵥ v = w • v`, with no normalisation.

Three theorems hold for every finite index type and arbitrary complex blocks, without symmetry. `rpa_eq_iff` is the equivalence of the block rows and the pair for given $X$, $Y$. `rpa_eigenvalue_iff_pair` restates being a frequency in terms of $P$ and $Q$ not both zero. `rpa_eigenvalue_iff_sq` is the reduction to the product, under the hypothesis `hw : w ≠ 0`.

`exA` and `exB` are the blocks above, indexed by `Fin 2`, and `example_blocks` gives their symmetry under transposition, their sum and their difference. `example_eigenvalue_iff` and `example_four_frequencies` hold for every complex `w` and in both directions, so the spectrum is exactly this set of four numbers. `example_neither_real_nor_imaginary` concludes `w.re ≠ 0 ∧ w.im ≠ 0` for each frequency.

## The proof steps

In `rpa_eq_iff`, `h1` and `h2` are the block rows, and `h1 - h2` and `h1 + h2` are their difference and sum; the way back weights `hp` and `hq` by $\pm\tfrac12$. In `rpa_eigenvalue_iff_pair`, `e1` and `e2` confirm that $(P\pm Q)/2$ add to $P$ and subtract to $Q$. `rpa_eigenvalue_iff_sq` uses `hw` three times, once to pass from $wQ=0$ to $Q=0$ and once in each of the two equations to cancel $w^{-1}$ in the witness `w⁻¹ • ((A + B) *ᵥ P)`.

The example starts from the pair and does not use the product. `a0`, `a1`, `b0`, `b1` are the four component equations, and `key` is the substitution cycle as the single combination `a0 + w * b1 - w ^ 2 * a1 - w ^ 3 * b0`. The facts `p0`, `q1`, `p1`, `q0` are the successive zeros, and the converse supplies `![w ^ 2, 1]` and `![w, w ^ 3]`. In `example_four_frequencies`, `hf` is the factorisation, using only $s^2=1/2$ and $i^2=-1$. The last theorem expands the real part of $w^4=-1$, sets one coordinate of $w$ to zero and contradicts the sign of a square.

## The case $w=0$

Without $w\neq0$ the correspondence of eigenvectors fails. Take one mode with $A=B=1$, so $A+B=2$ and $A-B=0$. The matrix $M=\begin{pmatrix}1&1\\-1&-1\end{pmatrix}$ has the null vector $(X,Y)=(1,-1)$, for which $P=0$, so $P$ is no eigenvector of the product. In the other direction $P=1$ is a null vector of the product $0\cdot2$, but $(A+B)P=2$ equals $wQ=0$ for no $Q$. A code that rebuilds $Q$ from $P$ must treat zero modes separately. At the level of eigenvalues both sides agree here, as one expects in general: zero is a frequency when $A+B$ or $A-B$ is singular, which is when the determinant of the product vanishes.

## Limits

That determinant argument, the reality of $w^2$ for positive definite $A-B$, and the two hand-worked instances are not among the theorems in the file. The theorems concern finite matrices in exact arithmetic and the set of eigenvalues; they say nothing about multiplicities, rounding or the convergence of an iterative solver. The form with conjugated lower blocks, needed for complex orbitals, is a different matrix unless $A$ and $B$ are real, as they are in the example. The example shows that symmetric blocks admit frequencies off both axes. It does not show that a given molecule or solid produces such blocks, and it gives no general criterion for when this happens.
